# Numbering the spin-coupling paths of the branching diagram without gaps

Four unpaired electrons can be coupled to a triplet in three independent ways for each spin projection M. If the electrons are added one at a time, each way is a path: every addition raises or lowers the total spin S by 1/2, and from S = 0 it can only go up. A program that stores one coefficient per path in an array can use a rule that turns a path into an address, and an address back into a path.

The rule studied here gives each path an index. For every down step, count the paths that have the same earlier steps, go up at this step instead and still reach the final spin. The index is the sum of these counts. For N steps and fixed end points, the index takes each value 0, …, f − 1 exactly once, where f is the number of paths.

```lean
import Mathlib

open Finset

namespace BranchingPathRanking

noncomputable section
```

## Paths as lists of up and down steps

The height is 2S, so it is a natural number that changes by one per step; textbook branching diagrams usually plot S itself. A path from height h to height m is a list of steps, with `true` for up and `false` for down. No down step may leave height zero, and the last height must be m. The physical case is h = 0 and m = 2S for the final spin S.

```lean
/-- A list of steps (`true` is up, `false` is down) is a walk from height `h` to height `m`
if no down step leaves height zero and the last height is `m`. -/
def IsWalk (m : ℕ) : ℕ → List Bool → Prop
  | h, [] => h = m
  | h, true :: w => IsWalk m (h + 1) w
  | h, false :: w => 0 < h ∧ IsWalk m (h - 1) w
```

Fixing the number of steps n gives a set of walks.

```lean
/-- The nonnegative unit-step walks with `n` steps from height `h` to height `m`. -/
def walks (n h m : ℕ) : Set (List Bool) := {w | w.length = n ∧ IsWalk m h w}
```

With m held fixed, write f(n, h) for the size of this set. It is defined by counting, and its recursion is derived below.

```lean
/-- The number of nonnegative walks with `n` steps from height `h` to height `m`. -/
def numWalks (n h m : ℕ) : ℕ := (walks n h m).ncard
```

The height before a given step follows from the steps already taken. Subtraction of natural numbers stops at zero, which only affects lists that are not walks.

```lean
/-- The height reached from `h` after the steps `w`, for steps that never go below zero. -/
def height (h : ℕ) (w : List Bool) : ℕ :=
  w.foldl (fun k up => if up then k + 1 else k - 1) h
```

Let a walk w have N steps, numbered i = 0, …, N − 1, and let kᵢ be the height before step i. Its index is

R_h(w) = Σ f(N − (i + 1), kᵢ + 1), summed over the down steps i.

Lean calls this `rank`; it has nothing to do with the rank of a matrix or tensor.

```lean
/-- The index of a walk from `h` to `m`: each down step contributes the number of walks
that go up at this step instead and still reach `m` in the steps that remain. -/
def rank (m h : ℕ) (w : List Bool) : ℕ :=
  ∑ i ∈ range w.length,
    if w[i]? = some false then
      numWalks (w.length - (i + 1)) (height h (w.take i) + 1) m
    else 0
```

To decode an index r with n + 1 steps left at height h, compare it with f(n, h + 1), the number of walks through the upper branch. If r is smaller, go up and keep r. Otherwise go down and continue with r − f(n, h + 1).

```lean
/-- Greedy decoding of an index `r` into `n` steps from height `h`: go up if `r` is below the
number of walks that go up, otherwise subtract this number and go down. -/
def unrank (m : ℕ) : ℕ → ℕ → ℕ → List Bool
  | 0, _, _ => []
  | n + 1, h, r =>
    if r < numWalks n (h + 1) m then true :: unrank m n (h + 1) r
    else false :: unrank m n (h - 1) (r - numWalks n (h + 1) m)
```

## The branching rule

There are only 2ⁿ lists of n steps, so the walks among them are finite in number.

```lean
/-- There are finitely many walks with a given number of steps. -/
theorem walks_finite (n h m : ℕ) : (walks n h m).Finite :=
  (List.finite_length_eq Bool n).subset (fun _ hw => hw.1)
```

With no steps left, the only candidate is the empty list, and it is a walk exactly when the heights agree:

f(0, h) = 1 if h = m, and 0 otherwise.

```lean
/-- Without steps there is one walk if the two heights agree, and none otherwise. -/
theorem numWalks_zero (h m : ℕ) : numWalks 0 h m = if h = m then 1 else 0 := by
  split_ifs with e
  · rw [numWalks, Set.ncard_eq_one]
    exact ⟨[], by ext w; cases w <;> simp [walks, IsWalk, e]⟩
  · rw [numWalks, Set.ncard_eq_zero (walks_finite 0 h m)]
    ext w
    cases w <;> simp [walks, IsWalk, e]
```

A longer walk starts either up or down, and down requires h > 0. Hence

f(n + 1, h) = f(n, h + 1) + f(n, h − 1) for h > 0,
f(n + 1, 0) = f(n, 1).

The proof writes the set of walks as a disjoint union of two images, one for each first step. Prefixing a step is injective, so the sizes of the images are those of the shorter sets.

```lean
/-- Branching rule: the number of walks with `n + 1` steps from `h` is the number with `n` steps
from `h + 1` plus, if `h` is positive, the number with `n` steps from `h - 1`. -/
theorem numWalks_succ (n h m : ℕ) :
    numWalks (n + 1) h m =
      numWalks n (h + 1) m + if 0 < h then numWalks n (h - 1) m else 0 := by
  -- split the walks by their first step
  have hs : walks (n + 1) h m = List.cons true '' walks n (h + 1) m ∪
      List.cons false '' {w | w ∈ walks n (h - 1) m ∧ 0 < h} := by
    ext w
    cases w with
    | nil => simp [walks]
    | cons b w =>
      cases b <;> simp [walks, IsWalk]
      tauto
  have hd : Disjoint (List.cons true '' walks n (h + 1) m)
      (List.cons false '' {w | w ∈ walks n (h - 1) m ∧ 0 < h}) := by
    refine Set.disjoint_left.2 ?_
    rintro _ ⟨u, _, rfl⟩ ⟨v, _, hv⟩
    simp at hv
  rw [numWalks, hs, Set.ncard_union_eq hd ((walks_finite n (h + 1) m).image _)
    (((walks_finite n (h - 1) m).subset (fun _ hw => hw.1)).image _),
    Set.ncard_image_of_injective _ List.cons_injective,
    Set.ncard_image_of_injective _ List.cons_injective]
  by_cases hh : 0 < h <;> simp [hh, numWalks]
```

## Taking the first step off the index

If the first step is up, it contributes nothing, and the remaining terms form the index of the tail w, which starts at h + 1:

R_h(up, w) = R_{h+1}(w).

`Finset.sum_range_succ'` separates the term i = 0 and shifts the others by one.

```lean
/-- A first step up adds nothing to the index. -/
theorem rank_up (m h : ℕ) (w : List Bool) :
    rank m h (true :: w) = rank m (h + 1) w := by
  simp [rank, height, Finset.sum_range_succ']
```

If the first step is down and the tail w has n steps, the term i = 0 stays:

R_h(down, w) = f(n, h + 1) + R_{h−1}(w).

```lean
/-- A first step down adds the number of walks that go up instead. -/
theorem rank_down (m h : ℕ) (w : List Bool) :
    rank m h (false :: w) = numWalks w.length (h + 1) m + rank m (h - 1) w := by
  rw [add_comm (numWalks w.length (h + 1) m)]
  simp [rank, height, Finset.sum_range_succ']
```

## The index stays below the number of walks

For the empty walk, 0 < 1. For a longer walk, assume the bound for its tail of n steps. After an up step,

R_h = R_{h+1}(w) < f(n, h + 1) ≤ f(n + 1, h).

After a down step,

R_h = f(n, h + 1) + R_{h−1}(w) < f(n, h + 1) + f(n, h − 1) = f(n + 1, h).

The device that carries this argument is `induction w generalizing h`. The tail starts at h + 1 or h − 1, so an induction hypothesis for the original h alone would say nothing about it. `generalizing h` turns the hypothesis `ih` into a statement about every starting height, which can then be applied as `ih (h + 1) hw`. This is why the theorems allow any h, although the spin problem starts at zero.

```lean
/-- The index of a walk is smaller than the number of walks with the same length and ends. -/
theorem rank_lt {m : ℕ} (w : List Bool) (h : ℕ) (hw : IsWalk m h w) :
    rank m h w < numWalks w.length h m := by
  induction w generalizing h with
  | nil =>
    have e : h = m := hw
    simp [rank, numWalks_zero, e]
  | cons b w ih =>
    cases b
    · obtain ⟨hp, hw⟩ := hw
      rw [rank_down, List.length_cons, numWalks_succ, if_pos hp]
      have := ih _ hw
      omega
    · rw [rank_up, List.length_cons, numWalks_succ]
      exact lt_of_lt_of_le (ih (h + 1) hw) (Nat.le_add_right _ _)
```

## Decoding inverts the index

Start from a walk. If it goes up, its index is below f(n, h + 1) by the bound just shown, so decoding goes up too. If it goes down, its index is at least f(n, h + 1), so decoding goes down and subtracts exactly what the step had added. Induction handles the tail.

```lean
/-- Greedy decoding recovers a walk from its index. -/
theorem unrank_rank {m : ℕ} (w : List Bool) (h : ℕ) (hw : IsWalk m h w) :
    unrank m w.length h (rank m h w) = w := by
  induction w generalizing h with
  | nil => rfl
  | cons b w ih =>
    cases b
    · obtain ⟨_, hw⟩ := hw
      rw [rank_down, List.length_cons, unrank,
        if_neg (Nat.not_lt.2 (Nat.le_add_right _ _)), Nat.add_sub_cancel_left, ih _ hw]
    · rw [rank_up, List.length_cons, unrank, if_pos (rank_lt w (h + 1) hw), ih (h + 1) hw]
```

Start instead from a number r below the number of walks. With no steps left, r < f(0, h) forces h = m and r = 0, and the empty walk has index 0. With n + 1 steps left, r < f(n + 1, h). If r < f(n, h + 1), decoding goes up and the induction hypothesis applies. Otherwise h must be positive, since f(n + 1, 0) = f(n, 1) leaves no room for such an r. The branching rule then gives

r − f(n, h + 1) < f(n, h − 1),

so the remainder is a valid index for the lower branch. Because the remainder changes as well as the height, the induction generalizes both.

```lean
/-- Every number below the number of walks is decoded into a walk that has this index. -/
theorem rank_unrank {m : ℕ} (n h r : ℕ) (hr : r < numWalks n h m) :
    unrank m n h r ∈ walks n h m ∧ rank m h (unrank m n h r) = r := by
  induction n generalizing h r with
  | zero =>
    have e : h = m := by
      by_contra e
      simp [numWalks_zero, e] at hr
    have r0 : r = 0 := by simpa [numWalks_zero, e] using hr
    subst r0
    exact ⟨⟨rfl, e⟩, by simp [unrank, rank]⟩
  | succ n ih =>
    rw [numWalks_succ] at hr
    by_cases hlt : r < numWalks n (h + 1) m
    · obtain ⟨⟨hl, hw⟩, hr'⟩ := ih (h + 1) r hlt
      rw [unrank, if_pos hlt]
      exact ⟨⟨by simp [hl], hw⟩, by rw [rank_up, hr']⟩
    · -- an index beyond the upper branch exists only if a down step is allowed
      have hp : 0 < h := by
        by_contra hp
        rw [if_neg hp] at hr
        omega
      rw [if_pos hp] at hr
      obtain ⟨⟨hl, hw⟩, hr'⟩ := ih (h - 1) (r - numWalks n (h + 1) m) (by omega)
      rw [unrank, if_neg hlt]
      exact ⟨⟨by simp [hl], hp, hw⟩, by rw [rank_down, hl, hr']; omega⟩
```

The two maps are therefore inverse to each other, and each lands in the right set. `Set.InvOn.bijOn` combines these facts into a bijection between the walks and the numbers below f(N, h). If no walk exists, for instance because N and m − h differ in parity, both sets are empty.

```lean
/-- The index numbers the nonnegative `N`-step walks from `h` to `m` without gaps or
repetitions by `0, …, f - 1`, where `f` is the number of these walks. -/
theorem rank_bijOn (N h m : ℕ) :
    Set.BijOn (rank m h) (walks N h m) (Set.Iio (numWalks N h m)) := by
  refine Set.InvOn.bijOn (f' := unrank m N h) ⟨?_, ?_⟩ ?_ ?_
  · rintro w ⟨rfl, hw⟩
    exact unrank_rank w h hw
  · intro r hr
    exact (rank_unrank N h r hr).2
  · rintro w ⟨rfl, hw⟩
    exact rank_lt w h hw
  · intro r hr
    exact (rank_unrank N h r hr).1
```

## Dictionary order

Let two lists of equal length agree up to some step, where the first goes up and the second down. The common steps before it add equal amounts to both indices. Let k be the height at the branching, and let u and v be the n steps that follow it in the first and the second list. Then, with k − 1 read as 0 if k = 0,

R_{k+1}(u) < f(n, k + 1) ≤ f(n, k + 1) + R_{k−1}(v).

So the upper walk has the smaller index. Only the first list has to be a walk to m.

```lean
/-- Dictionary order: a walk that goes up has a smaller index than any step sequence of the
same length that agrees with it up to this step and then goes down. -/
theorem rank_lt_of_branch {m : ℕ} (p u v : List Bool) (h : ℕ) (huv : u.length = v.length)
    (hw : IsWalk m h (p ++ true :: u)) :
    rank m h (p ++ true :: u) < rank m h (p ++ false :: v) := by
  induction p generalizing h with
  | nil =>
    have := rank_lt u (h + 1) hw
    rw [List.nil_append, List.nil_append, rank_up, rank_down, ← huv]
    omega
  | cons b p ih =>
    cases b
    · have hw' : 0 < h ∧ IsWalk m (h - 1) (p ++ true :: u) := hw
      have hlt := ih (h - 1) hw'.2
      have hl : (p ++ true :: u).length = (p ++ false :: v).length := by simp [huv]
      rw [List.cons_append, List.cons_append, rank_down, rank_down, hl]
      omega
    · rw [List.cons_append, List.cons_append, rank_up, rank_up]
      exact ih (h + 1) hw

end

end BranchingPathRanking
```

```lean
#print axioms BranchingPathRanking.rank_bijOn
-- 'BranchingPathRanking.rank_bijOn' depends on axioms: [propext, Classical.choice, Quot.sound]
#print axioms BranchingPathRanking.rank_lt_of_branch
-- 'BranchingPathRanking.rank_lt_of_branch' depends on axioms: [propext, Classical.choice, Quot.sound]
```

## Addresses for four electrons in a triplet

A calculation first fills a table of f(n, h) from the branching rule. For N = 4, h = 0 and m = 2, with U for up and D for down, the indices are

UUUD: f(0, 4) = 0
UUDU: f(1, 3) = 1
UDUU: f(2, 2) = 2

Decoding r = 1 compares it with f(3, 1) = 3 and f(2, 2) = 2 and goes up twice. Then f(1, 3) = 1 is not larger than r, so the path goes down with remainder 0. Finally 0 < f(0, 2) = 1, and the last step is up: UUDU.

In spin-adapted configuration interaction, this number can address the coefficient of one spin coupling within a configuration of N singly occupied orbitals, at fixed S and M. The theorems concern the walks alone; that the walks label a basis of spin eigenfunctions comes from the theory of angular momentum coupling.
